# The grand-potential difference at the reference Fermi level is a lower bound on the band-energy difference at fixed electron number

The first thing to settle is what it means for a Fermi level $\mu$ to lie between the $N$th and $(N+1)$th levels of a list that is unsorted and may contain degenerate levels. Here it means that some set of $N$ levels lies entirely at or below $\mu$, while all remaining levels lie at or above it. No sorting is needed, and a degenerate shell at $\mu$ may be partly filled. For $N=0$, or for $N$ equal to the number of levels, one of the two conditions is empty.

## Two energy differences and the cost of misplaced levels

Let $a_i$ and $b_i$ be the one-electron levels of a magnet for two directions of its magnetisation, with $i$ running over the same finite index set. Spin-orbit coupling can make the two lists differ. For any such list $e$ and any $N$ not exceeding the number of levels, the band energy of $N$ electrons is

$$E_N(e)=\min_{|S|=N}\sum_{i\in S}e_i ,$$

where $S$ is the set of occupied levels. At a fixed Fermi level $\mu$ one uses instead

$$\Omega_\mu(e)=\sum_i\min(e_i-\mu,0),$$

the zero-temperature grand potential of non-interacting electrons.

The claim is that, if $\mu$ is a Fermi level of $a$ for $N$ electrons, then

$$\Omega_\mu(b)-\Omega_\mu(a)\le E_N(b)-E_N(a),$$

with equality exactly when $\mu$ is also a Fermi level of $b$ for $N$ electrons.

Take any occupation $S$ with $|S|=N$, and write $S^c$ for the empty levels. Splitting $\Omega_\mu$ into its parts on $S$ and $S^c$ gives

$$\sum_{i\in S}e_i-\mu N-\Omega_\mu(e)=\sum_{i\in S}\bigl[(e_i-\mu)-\min(e_i-\mu,0)\bigr]-\sum_{i\in S^c}\min(e_i-\mu,0).$$

Since $x-\min(x,0)=\max(x,0)$ and $-\min(x,0)=\max(-x,0)$, the right-hand side is

$$\sum_{i\in S}\max(e_i-\mu,0)+\sum_{i\in S^c}\max(\mu-e_i,0)\ge 0.$$

This is the cost of occupied levels above $\mu$ plus that of empty levels below $\mu$. Choosing an $S$ of least energy yields

$$\Omega_\mu(e)+\mu N\le E_N(e).$$

If equality holds, every term of the cost vanishes for this $S$, so $S$ shows that $\mu$ is a Fermi level. Conversely, if $\mu$ is a Fermi level, with $T$ as the set of $N$ levels at or below it, the cost of $T$ is zero. Then $E_N(e)\le\sum_{i\in T}e_i=\Omega_\mu(e)+\mu N$, which forces equality.

For $a$ we therefore have $\Omega_\mu(a)+\mu N=E_N(a)$, and for $b$ we have $\Omega_\mu(b)+\mu N\le E_N(b)$. Subtraction cancels $\mu N$ and gives the claim, including its equality condition.

Now let $\nu$ be a Fermi level of $b$ for $N$ electrons. Exchanging the two lists and changing the sign gives the upper bound

$$E_N(b)-E_N(a)\le\Omega_\nu(b)-\Omega_\nu(a).$$

The error of the lower bound is $E_N(b)-\Omega_\mu(b)-\mu N$. It is at most the cost, measured at $\mu$, of an occupation $S$ of $b$ that is separated by $\nu$. An occupied level has $b_i\le\nu$, so it costs something only if $\mu<b_i\le\nu$, and then at most $\nu-\mu$. An empty level has $b_i\ge\nu$, so it costs something only if $\nu\le b_i<\mu$, and then at most $\mu-\nu$. The error is thus at most $|\nu-\mu|$ times the number of levels $b_i$ in the closed interval between $\mu$ and $\nu$.

For anisotropies computed from finite lists of non-interacting levels, this fixes the sign of the error made by evaluating $\Omega_\mu$ for both magnetisation directions at the Fermi level of one of them. Measuring the levels from $\mu$ matters here: if the plain sum of the levels below $\mu$ is used instead, the error can have either sign. The bound concerns the signed difference: when the anisotropy is negative, the fixed-$\mu$ value can be larger in magnitude.

## Levels, energies and the Fermi level in Lean

The finite type `ι` labels the levels, and a list of levels is a function `ι → ℝ`. Using one type for both lists makes them equally long; it does not require level $i$ of one list to resemble level $i$ of the other.

```lean
import Mathlib

open Finset

namespace FixedFermiLevelAnisotropy

noncomputable section

variable {ι : Type*} [Fintype ι]
```

The band energy is a minimum over all `N`-element subsets. The argument `hN` says that there are at least `N` levels, so that such a subset exists.

```lean
/-- The band energy of `N` electrons: the least sum of `e i` over `N` different labels `i`, where
`N` is at most the number of levels. -/
def bandEnergy (e : ι → ℝ) (N : ℕ) (hN : N ≤ Fintype.card ι) : ℝ :=
  (powersetCard N (univ : Finset ι)).inf'
    (powersetCard_nonempty.2 (by simpa using hN)) (fun S => ∑ i ∈ S, e i)
```

The function `grandEnergy` is $\Omega_\mu$. Energies are measured from `mu`, so the term `mu * N` has to be restored before comparison with a band energy.

```lean
/-- The band energy at fixed Fermi level `mu`: every level below `mu` contributes its
distance from `mu`, counted negative. -/
def grandEnergy (e : ι → ℝ) (mu : ℝ) : ℝ := ∑ i, min (e i - mu) 0
```

The separation condition comes next, with the set `S` as its witness.

```lean
/-- `mu` is a Fermi level for `N` electrons: some `N` levels lie at or below `mu`, and all
the others lie at or above it. -/
def IsFermiLevel (e : ι → ℝ) (N : ℕ) (mu : ℝ) : Prop :=
  ∃ S : Finset ι, S.card = N ∧ (∀ i ∈ S, e i ≤ mu) ∧ ∀ i, i ∉ S → mu ≤ e i
```

These definitions describe spin-orbitals with occupation zero or one and equal weight. Thermal smearing, unequal $k$-point weights, and changes of the potential or of interaction energies between the two directions are left out. Identifying the band-energy difference with a magnetic anisotropy is a physical approximation made before the theorems apply.

## Counting levels and attaining the minimum

The occupation-based condition agrees with the usual count: at most `N` levels strictly below `mu`, and at least `N` at or below it. In the forward direction, `S` contains the first set and is contained in the second. In the reverse direction, `exists_subsuperset_card_eq` supplies a set of size `N` between the two, which amounts to filling part of the shell at `mu` where necessary.

```lean
/-- `mu` is a Fermi level for `N` electrons exactly when at most `N` levels lie strictly
below `mu` and at least `N` levels lie at or below it. -/
theorem isFermiLevel_iff_count (e : ι → ℝ) (N : ℕ) (mu : ℝ) :
    IsFermiLevel e N mu ↔
      (univ.filter (fun i => e i < mu)).card ≤ N ∧
        N ≤ (univ.filter (fun i => e i ≤ mu)).card := by
  classical
  constructor
  · rintro ⟨S, hS, h1, h2⟩
    rw [← hS]
    constructor
    · apply card_le_card
      intro i hi
      by_contra hc
      exact absurd (mem_filter.1 hi).2 (not_lt.2 (h2 i hc))
    · apply card_le_card
      intro i hi
      exact mem_filter.2 ⟨mem_univ i, h1 i hi⟩
  · rintro ⟨h1, h2⟩
    have hsub : univ.filter (fun i => e i < mu) ⊆ univ.filter (fun i => e i ≤ mu) := by
      intro i hi
      exact mem_filter.2 ⟨mem_univ i, (mem_filter.1 hi).2.le⟩
    -- fill all levels below `mu`, then as many levels at `mu` as are needed
    obtain ⟨S, hlow, hup, hS⟩ := exists_subsuperset_card_eq hsub h1 h2
    refine ⟨S, hS, fun i hi => (mem_filter.1 (hup hi)).2, fun i hi => ?_⟩
    by_contra hc
    exact hi (hlow (mem_filter.2 ⟨mem_univ i, not_le.1 hc⟩))
```

The next theorem says through `IsLeast` that the band energy is the energy of an actual occupation and that no other occupation of `N` levels lies below it. Both halves are used later, the first to obtain a ground occupation and the second to compare it with a trial one.

```lean
/-- The band energy is the energy of some occupation of `N` levels, and no occupation of
`N` levels has a lower energy. -/
theorem bandEnergy_isLeast (e : ι → ℝ) {N : ℕ} (hN : N ≤ Fintype.card ι) :
    IsLeast {E : ℝ | ∃ S : Finset ι, S.card = N ∧ ∑ i ∈ S, e i = E}
      (bandEnergy e N hN) := by
  have hne : (powersetCard N (univ : Finset ι)).Nonempty :=
    powersetCard_nonempty.2 (by simpa using hN)
  constructor
  · obtain ⟨S, hS, h⟩ := exists_mem_eq_inf' hne (fun S : Finset ι => ∑ i ∈ S, e i)
    exact ⟨S, (mem_powersetCard.1 hS).2, h.symm⟩
  · rintro _ ⟨S, hS, rfl⟩
    exact inf'_le (fun S : Finset ι => ∑ i ∈ S, e i)
      (mem_powersetCard.2 ⟨subset_univ S, hS⟩)
```

## The excess identity and its equality case

The identity for the misplaced levels holds for every `S`, with `S.card` in the place of $N$. In the proof, `h1` splits the grand energy over `S` and its complement, `h2` rewrites the cost of the occupied levels, and `h3` that of the empty ones.

```lean
variable [DecidableEq ι]

/-- The energy of an occupation `S` exceeds the fixed-`mu` energy plus `mu` times the number
of electrons by the cost of its occupied levels above `mu` and its empty levels below `mu`. -/
theorem occupation_excess (e : ι → ℝ) (mu : ℝ) (S : Finset ι) :
    ∑ i ∈ S, e i - (grandEnergy e mu + mu * (S.card : ℝ)) =
      ∑ i ∈ S, max (e i - mu) 0 + ∑ i ∈ Sᶜ, max (mu - e i) 0 := by
  have h1 : grandEnergy e mu =
      ∑ i ∈ S, min (e i - mu) 0 + ∑ i ∈ Sᶜ, min (e i - mu) 0 :=
    (sum_add_sum_compl S _).symm
  have h2 : ∑ i ∈ S, max (e i - mu) 0 =
      ∑ i ∈ S, e i - (S.card : ℝ) * mu - ∑ i ∈ S, min (e i - mu) 0 := by
    have h : ∀ i, max (e i - mu) 0 = e i - mu - min (e i - mu) 0 := by
      intro i
      linarith [min_add_max (e i - mu) 0]
    simp only [h, sum_sub_distrib, sum_const, nsmul_eq_mul]
  have h3 : ∑ i ∈ Sᶜ, max (mu - e i) 0 = -∑ i ∈ Sᶜ, min (e i - mu) 0 := by
    rw [← sum_neg_distrib]
    refine sum_congr rfl fun i _ => ?_
    rcases le_total (e i) mu with h | h
    · rw [max_eq_left (by linarith), min_eq_left (by linarith)]
      ring
    · rw [max_eq_right (by linarith), min_eq_right (by linarith)]
      ring
  rw [h1, h2, h3]
  ring
```

The inequality follows by applying this identity to a ground occupation. For the equality condition, `sum_eq_zero_iff_of_nonneg` turns a vanishing sum of non-negative costs into the vanishing of each cost. The last part starts from a separating set `T`, shows that both of its costs are zero, and uses the minimality of the band energy.

```lean
/-- For every `mu`, the fixed-`mu` energy plus `mu N` is at most the `N`-electron band
energy, with equality exactly when `mu` is a Fermi level for `N` electrons. -/
theorem grandEnergy_add_le (e : ι → ℝ) {N : ℕ} (hN : N ≤ Fintype.card ι) (mu : ℝ) :
    grandEnergy e mu + mu * N ≤ bandEnergy e N hN ∧
      (grandEnergy e mu + mu * N = bandEnergy e N hN ↔ IsFermiLevel e N mu) := by
  obtain ⟨⟨S, hS, hE⟩, hmin⟩ := bandEnergy_isLeast e hN
  have hx := occupation_excess e mu S
  rw [hS, hE] at hx
  have hA : 0 ≤ ∑ i ∈ S, max (e i - mu) 0 := sum_nonneg fun i _ => le_max_right _ _
  have hC : 0 ≤ ∑ i ∈ Sᶜ, max (mu - e i) 0 := sum_nonneg fun i _ => le_max_right _ _
  have hle : grandEnergy e mu + mu * N ≤ bandEnergy e N hN := by linarith
  refine ⟨hle, fun heq => ?_, ?_⟩
  · -- no excess: each misplaced-level cost of the ground occupation vanishes
    have hA0 : ∑ i ∈ S, max (e i - mu) 0 = 0 := by linarith
    have hC0 : ∑ i ∈ Sᶜ, max (mu - e i) 0 = 0 := by linarith
    rw [sum_eq_zero_iff_of_nonneg (fun i _ => le_max_right _ _)] at hA0 hC0
    refine ⟨S, hS, fun i hi => ?_, fun i hi => ?_⟩
    · linarith [hA0 i hi, le_max_left (e i - mu) 0]
    · linarith [hC0 i (mem_compl.2 hi), le_max_left (mu - e i) 0]
  · rintro ⟨T, hT, h1, h2⟩
    have hy := occupation_excess e mu T
    have hA0 : ∑ i ∈ T, max (e i - mu) 0 = 0 :=
      sum_eq_zero fun i hi => max_eq_right (by linarith [h1 i hi])
    have hC0 : ∑ i ∈ Tᶜ, max (mu - e i) 0 = 0 :=
      sum_eq_zero fun i hi => max_eq_right (by linarith [h2 i (mem_compl.1 hi)])
    rw [hT, hA0, hC0] at hy
    have hb : bandEnergy e N hN ≤ ∑ i ∈ T, e i := hmin ⟨T, hT, rfl⟩
    linarith
```

## The lower bound, the bracket and the error

In the main theorem, `ha` states that `mu` is a Fermi level of `a` for `N` electrons. Nothing is assumed about where `mu` lies relative to `b`; that question decides only whether the bound is an equality. The proof takes the equality for `a` and the inequality for `b`, and `linarith` carries out the subtraction.

```lean
/-- If `mu` is a Fermi level of `a` for `N` electrons, the fixed-`mu` energy difference
between `b` and `a` is at most the fixed-`N` band-energy difference, with equality exactly
when `mu` is also a Fermi level of `b` for `N` electrons. -/
theorem fixed_mu_anisotropy_le (a b : ι → ℝ) {N : ℕ} (hN : N ≤ Fintype.card ι) {mu : ℝ}
    (ha : IsFermiLevel a N mu) :
    grandEnergy b mu - grandEnergy a mu ≤ bandEnergy b N hN - bandEnergy a N hN ∧
      (grandEnergy b mu - grandEnergy a mu = bandEnergy b N hN - bandEnergy a N hN ↔
        IsFermiLevel b N mu) := by
  have hA := (grandEnergy_add_le a hN mu).2.2 ha
  obtain ⟨hB, hBeq⟩ := grandEnergy_add_le b hN mu
  refine ⟨by linarith, ?_⟩
  rw [← hBeq]
  constructor <;> intro h <;> linarith
```

With a Fermi level for each list, the fixed-`N` difference lies in a closed interval, written `Set.Icc`. The upper end comes from the main theorem with `a` and `b` exchanged.

```lean
/-- The fixed-`N` band-energy difference lies between the fixed-Fermi-level differences
taken at a Fermi level `mu` of `a` and at a Fermi level `nu` of `b`, both for `N` electrons. -/
theorem anisotropy_bracket (a b : ι → ℝ) {N : ℕ} (hN : N ≤ Fintype.card ι) {mu nu : ℝ}
    (ha : IsFermiLevel a N mu) (hb : IsFermiLevel b N nu) :
    bandEnergy b N hN - bandEnergy a N hN ∈
      Set.Icc (grandEnergy b mu - grandEnergy a mu) (grandEnergy b nu - grandEnergy a nu) := by
  have h1 := (fixed_mu_anisotropy_le a b hN ha).1
  have h2 := (fixed_mu_anisotropy_le b a hN hb).1
  exact ⟨h1, by linarith⟩
```

The last theorem bounds the shortfall of the fixed-`mu` value. Its count includes levels of `b` that lie exactly at either Fermi level. The steps `hocc` and `hemp` treat the occupied and empty levels separately: each cost is at most `|nu - mu|` inside the interval and zero outside it. The equation `hsum` then combines the two sums into the shift times the number of levels in the interval.

```lean
/-- With Fermi levels `mu` of `a` and `nu` of `b` for `N` electrons, the fixed-`mu` difference
falls short of the fixed-`N` one by at most the shift `|nu - mu|` times the number of levels
of `b` in the closed interval between `mu` and `nu`. -/
theorem anisotropy_error_le (a b : ι → ℝ) {N : ℕ} (hN : N ≤ Fintype.card ι) {mu nu : ℝ}
    (ha : IsFermiLevel a N mu) (hb : IsFermiLevel b N nu) :
    (bandEnergy b N hN - bandEnergy a N hN) - (grandEnergy b mu - grandEnergy a mu) ≤
      |nu - mu| *
        ((univ.filter (fun i => min mu nu ≤ b i ∧ b i ≤ max mu nu)).card : ℝ) := by
  have hA := (grandEnergy_add_le a hN mu).2.2 ha
  obtain ⟨S, hS, h1, h2⟩ := hb
  have hle : bandEnergy b N hN ≤ ∑ i ∈ S, b i := (bandEnergy_isLeast b hN).2 ⟨S, hS, rfl⟩
  have hx := occupation_excess b mu S
  rw [hS] at hx
  -- only levels between the two Fermi levels are misplaced, each by at most the shift
  have hocc : ∑ i ∈ S, max (b i - mu) 0 ≤
      ∑ i ∈ S, if min mu nu ≤ b i ∧ b i ≤ max mu nu then |nu - mu| else 0 := by
    refine sum_le_sum fun i hi => ?_
    have hi' := h1 i hi
    split_ifs with h
    · exact max_le (by linarith [le_abs_self (nu - mu)]) (abs_nonneg _)
    · have hlow : b i ≤ mu := by
        by_contra hc
        exact h ⟨(min_le_left _ _).trans (not_le.1 hc).le, hi'.trans (le_max_right _ _)⟩
      exact max_le (by linarith) le_rfl
  have hemp : ∑ i ∈ Sᶜ, max (mu - b i) 0 ≤
      ∑ i ∈ Sᶜ, if min mu nu ≤ b i ∧ b i ≤ max mu nu then |nu - mu| else 0 := by
    refine sum_le_sum fun i hi => ?_
    have hi' := h2 i (mem_compl.1 hi)
    split_ifs with h
    · exact max_le (by linarith [neg_abs_le (nu - mu)]) (abs_nonneg _)
    · have hhigh : mu ≤ b i := by
        by_contra hc
        exact h ⟨(min_le_right _ _).trans hi', (not_le.1 hc).le.trans (le_max_left _ _)⟩
      exact max_le (by linarith) le_rfl
  have hsum := sum_add_sum_compl S
    (fun i => if min mu nu ≤ b i ∧ b i ≤ max mu nu then |nu - mu| else 0)
  rw [← sum_filter (s := univ), sum_const, nsmul_eq_mul, mul_comm] at hsum
  linarith

end

end FixedFermiLevelAnisotropy
```

```lean
#print axioms FixedFermiLevelAnisotropy.isFermiLevel_iff_count
-- 'FixedFermiLevelAnisotropy.isFermiLevel_iff_count' depends on axioms: [propext, Classical.choice, Quot.sound]
#print axioms FixedFermiLevelAnisotropy.grandEnergy_add_le
-- 'FixedFermiLevelAnisotropy.grandEnergy_add_le' depends on axioms: [propext, Classical.choice, Quot.sound]
#print axioms FixedFermiLevelAnisotropy.anisotropy_bracket
-- 'FixedFermiLevelAnisotropy.anisotropy_bracket' depends on axioms: [propext, Classical.choice, Quot.sound]
#print axioms FixedFermiLevelAnisotropy.anisotropy_error_le
-- 'FixedFermiLevelAnisotropy.anisotropy_error_le' depends on axioms: [propext, Classical.choice, Quot.sound]
```
